# Warm-started pole inversion squares its residual at every Newton–Schulz step

## How far can the pole move before the old inverse is a bad start?

If I move to a new pole and start the iterative inversion from the Green's function of the old one, the run sometimes blows up after I have already paid for many matrix products. I would like a formula for the residual that tells me beforehand whether the poles are too far apart.

Here is what I believe happens. Let $z_0-H$ be invertible with inverse $X_0$, and for another complex shift $z$ iterate

$$X_{n+1}=X_n\bigl(2-(z-H)X_n\bigr).$$

Then $1-(z-H)X_n=\bigl((z_0-z)X_0\bigr)^{2^n}$ for every $n$. Can this be made rigorous and machine-checked in Lean 4, and does it tell me which pole displacements are safe?

## The residual formula and the disc of safe poles

Yes to both. The identity is purely algebraic: it needs neither a Hermitian $H$ nor a norm, and it does not assume that $z-H$ is invertible. On an eigenvector of a matrix $H$ it gives an exact criterion: the residual dies out if and only if the new pole lies closer to the old pole than the eigenvalue does.

### Derivation by hand

Write $S=z-H$ and $R_n=1-SX_n$. One update gives

$$R_{n+1}=1-SX_n(2-SX_n)=1-2SX_n+SX_nSX_n=(1-SX_n)^2=R_n^2 .$$

The order of the factors is kept throughout, so $S$ and $X_n$ need not commute.

For the start, write $S=(z_0-H)-(z_0-z)$. Since $(z_0-H)X_0=1$,

$$R_0=1-SX_0=1-\bigl(1-(z_0-z)X_0\bigr)=(z_0-z)X_0 .$$

Squaring doubles the exponent, so induction gives $R_n=\bigl((z_0-z)X_0\bigr)^{2^n}$.

**From residual to error.** If $S$ is invertible with inverse $G(z)$, then $G(z)-X_n=G(z)(1-SX_n)=G(z)R_n$. In a submultiplicative norm,

$$\|X_n-G(z)\|\le\|G(z)\|\,\|(z_0-z)X_0\|^{2^n}.$$

**Invertibility at the new pole.** Because $X_0(z_0-H)=1$,

$$\bigl(1-(z_0-z)X_0\bigr)(z_0-H)=(z_0-H)-(z_0-z)=z-H .$$

If $\|(z_0-z)X_0\|<1$ and the algebra is complete, the first factor is inverted by its Neumann series. Hence $z-H$ is invertible, and the error bound tends to zero.

**One eigenvector at a time.** Let $H$ be a matrix with $Hv=\varepsilon v$ and $v\neq0$. Then $(z_0-H)v=(z_0-\varepsilon)v$, and applying $X_0$ gives $v=(z_0-\varepsilon)X_0v$. So $z_0\ne\varepsilon$, since otherwise $v=0$, and $X_0v=v/(z_0-\varepsilon)$. Therefore

$$R_nv=q^{2^n}v,\qquad q=\frac{z_0-z}{z_0-\varepsilon}.$$

If $|q|<1$, this tends to zero. If $|q|\ge1$, a nonzero component of $v$ never shrinks. The condition is thus exactly $|z_0-z|<|z_0-\varepsilon|$. At $z=\varepsilon$, where no inverse exists, $q=1$ and the residual on $v$ stays put.

### What the Lean statements say

`A` is any ring that is an algebra over the complex numbers, and `H : A` is the Hamiltonian. `shifted H z` is $z-H$, with `algebraMap ℂ A z` standing for $z$ times the identity. `green H z` is its inverse, and `poleIter H z0 z n` is $X_n$. `Ring.inverse` returns zero for a non-invertible element, so the hypothesis `hu : IsUnit (shifted H z0)` is what makes $X_0$ a true inverse. Physically, it says that the old pole avoids the spectrum.

- `residual_eq_pow` is the identity you asked about, under `hu` alone.
- `error_bound` works in a normed algebra and also assumes that $z-H$ is invertible.
- `converges_of_norm_lt_one` adds completeness and an initial residual of norm below one. It derives the invertibility of $z-H$ and concludes that $X_n$ converges to `green H z`.
- `residual_tendsto_zero_iff` is the sharp criterion for a finite complex matrix and one nonzero eigenvector. It concerns the residual applied to that vector, not the whole matrix.

The arithmetic is exact: rounding and the truncation of small matrix elements are absent. The shift multiplies the identity, which corresponds to an orthonormal basis; a pencil $zS_{\rm ov}-H$ with an overlap matrix $S_{\rm ov}$ is not treated directly.

```lean
import Mathlib

open Filter Topology Matrix

namespace WarmStartedPoleInversion

noncomputable section

section Algebraic

variable {A : Type*} [Ring A] [Algebra ℂ A]

/-- The shifted Hamiltonian `z - H` at the complex pole `z`. -/
def shifted (H : A) (z : ℂ) : A := algebraMap ℂ A z - H

/-- The Green's function at the pole `z`: the inverse of `z - H` if that is invertible, and zero
otherwise. -/
def green (H : A) (z : ℂ) : A := Ring.inverse (shifted H z)

/-- The Newton–Schulz iteration for the inverse of `z - H`, started from the Green's function
at another pole `z0`. -/
def poleIter (H : A) (z0 z : ℂ) : ℕ → A
  | 0 => green H z0
  | n + 1 => poleIter H z0 z n * (2 - shifted H z * poleIter H z0 z n)

/-- One Newton–Schulz update squares the residual of an approximate inverse `X` of `S`. -/
theorem residual_step {R : Type*} [Ring R] (S X : R) :
    1 - S * (X * (2 - S * X)) = (1 - S * X) ^ 2 := by
  rw [pow_two]
  noncomm_ring

/-- The Green's function at the old pole `z0`, used as an approximate inverse at the new pole `z`,
has a residual equal to the pole displacement times that Green's function, provided `z0 - H` is
invertible. -/
theorem residual_start (H : A) (z0 z : ℂ) (hu : IsUnit (shifted H z0)) :
    1 - shifted H z * green H z0 = (z0 - z) • green H z0 := by
  have h : shifted H z0 * green H z0 = 1 := Ring.mul_inverse_cancel _ hu
  -- move the pole from `z0` to `z`
  have hs : shifted H z = shifted H z0 - algebraMap ℂ A (z0 - z) := by
    simp only [shifted, map_sub]
    abel
  rw [hs, sub_mul, h, Algebra.smul_def, sub_sub_cancel]

/-- After `n` warm-started steps the residual at the new pole is the initial residual `(z0 - z) X_0`
raised to the power `2 ^ n`, provided `z0 - H` is invertible. -/
theorem residual_eq_pow (H : A) (z0 z : ℂ) (hu : IsUnit (shifted H z0)) (n : ℕ) :
    1 - shifted H z * poleIter H z0 z n = ((z0 - z) • green H z0) ^ (2 ^ n) := by
  induction n with
  | zero =>
    rw [pow_zero, pow_one]
    exact residual_start H z0 z hu
  | succ n ih =>
    -- each step squares the residual, which doubles the exponent
    rw [poleIter, residual_step, ih, ← pow_mul, ← pow_succ]

end Algebraic

section Convergence

variable {A : Type*} [NormedRing A] [NormedAlgebra ℂ A]

/-- The error of the `n`-th iterate is at most the norm of the exact Green's function times the norm
of the initial residual to the power `2 ^ n`, provided `z0 - H` and `z - H` are invertible. -/
theorem error_bound (H : A) (z0 z : ℂ) (hu : IsUnit (shifted H z0))
    (hz : IsUnit (shifted H z)) (n : ℕ) :
    ‖poleIter H z0 z n - green H z‖ ≤ ‖green H z‖ * ‖(z0 - z) • green H z0‖ ^ (2 ^ n) := by
  have h : green H z * shifted H z = 1 := Ring.inverse_mul_cancel _ hz
  -- the error is the exact inverse times the residual
  have he : green H z - poleIter H z0 z n
      = green H z * (1 - shifted H z * poleIter H z0 z n) := by
    rw [mul_sub, mul_one, ← mul_assoc, h, one_mul]
  rw [norm_sub_rev, he, residual_eq_pow H z0 z hu n]
  refine (norm_mul_le _ _).trans ?_
  exact mul_le_mul_of_nonneg_left (norm_pow_le' _ (by positivity)) (norm_nonneg _)

/-- The exponents `2 ^ n` grow without bound. -/
theorem tendsto_two_pow : Tendsto (fun n : ℕ => 2 ^ n) atTop (atTop : Filter ℕ) :=
  tendsto_atTop_mono (fun _ => Nat.lt_two_pow_self.le) tendsto_id

/-- In a complete algebra, if `z0 - H` is invertible and the initial residual `(z0 - z) X_0` has
norm below one, then `z - H` is invertible and the warm-started iteration converges to the Green's
function at the new pole. -/
theorem converges_of_norm_lt_one [CompleteSpace A] (H : A) (z0 z : ℂ)
    (hu : IsUnit (shifted H z0)) (hr : ‖(z0 - z) • green H z0‖ < 1) :
    IsUnit (shifted H z) ∧ Tendsto (poleIter H z0 z) atTop (𝓝 (green H z)) := by
  have h : green H z0 * shifted H z0 = 1 := Ring.inverse_mul_cancel _ hu
  -- factor `z - H` through the old pole
  have hf : shifted H z = (1 - (z0 - z) • green H z0) * shifted H z0 := by
    rw [sub_mul, one_mul, smul_mul_assoc, h, ← Algebra.algebraMap_eq_smul_one, map_sub]
    unfold shifted
    abel
  have hz : IsUnit (shifted H z) := by
    rw [hf]
    exact (isUnit_one_sub_of_norm_lt_one hr).mul hu
  refine ⟨hz, tendsto_iff_norm_sub_tendsto_zero.2 ?_⟩
  have ht : Tendsto (fun n : ℕ => ‖(z0 - z) • green H z0‖ ^ (2 ^ n)) atTop (𝓝 0) :=
    (tendsto_pow_atTop_nhds_zero_of_lt_one (norm_nonneg _) hr).comp tendsto_two_pow
  have hb := ht.const_mul ‖green H z‖
  rw [mul_zero] at hb
  exact squeeze_zero (fun _ => norm_nonneg _) (error_bound H z0 z hu hz) hb

end Convergence

section Eigenvectors

variable {ι : Type*} [Fintype ι] [DecidableEq ι]

/-- Let `z0 - H` be invertible. On an eigenvector of `H` with eigenvalue `ε`, the Green's function
at `z0` is undone by multiplication with `z0 - ε`. -/
theorem green_eigenvector (H : Matrix ι ι ℂ) (z0 ε : ℂ) (v : ι → ℂ)
    (hu : IsUnit (shifted H z0)) (hv : H *ᵥ v = ε • v) :
    (z0 - ε) • (green H z0 *ᵥ v) = v := by
  have h : green H z0 * shifted H z0 = 1 := Ring.inverse_mul_cancel _ hu
  have hs : shifted H z0 *ᵥ v = (z0 - ε) • v := by
    rw [shifted, Matrix.sub_mulVec, hv, Algebra.algebraMap_eq_smul_one, Matrix.smul_mulVec,
      Matrix.one_mulVec, sub_smul]
  rw [← Matrix.mulVec_smul, ← hs, Matrix.mulVec_mulVec, h, Matrix.one_mulVec]

/-- Let `z0 - H` be invertible and `z0` different from `ε`. On an eigenvector of `H` with eigenvalue
`ε`, the residual after `n` steps acts as the number `((z0 - z) / (z0 - ε)) ^ (2 ^ n)`. -/
theorem residual_eigenvector (H : Matrix ι ι ℂ) (z0 z ε : ℂ) (v : ι → ℂ)
    (hu : IsUnit (shifted H z0)) (hv : H *ᵥ v = ε • v) (hne : z0 - ε ≠ 0) (n : ℕ) :
    (1 - shifted H z * poleIter H z0 z n) *ᵥ v
      = ((z0 - z) / (z0 - ε)) ^ (2 ^ n) • v := by
  have hX : green H z0 *ᵥ v = (z0 - ε)⁻¹ • v :=
    (eq_inv_smul_iff₀ hne).2 (green_eigenvector H z0 ε v hu hv)
  have hM : ((z0 - z) • green H z0) *ᵥ v = ((z0 - z) / (z0 - ε)) • v := by
    rw [Matrix.smul_mulVec, hX, smul_smul, div_eq_mul_inv]
  -- powers of the initial residual act by powers of its eigenvalue
  have hp : ∀ k : ℕ, ((z0 - z) • green H z0) ^ k *ᵥ v
      = ((z0 - z) / (z0 - ε)) ^ k • v := by
    intro k
    induction k with
    | zero => rw [pow_zero, pow_zero, Matrix.one_mulVec, one_smul]
    | succ k ih =>
      rw [pow_succ, ← Matrix.mulVec_mulVec, hM, Matrix.mulVec_smul, ih, smul_smul, ← pow_succ']
  rw [residual_eq_pow H z0 z hu n, hp]

/-- Let `z0 - H` be invertible. The residual dies out on a nonzero eigenvector of `H` exactly when
the new pole lies closer to the old pole than the eigenvalue does. -/
theorem residual_tendsto_zero_iff (H : Matrix ι ι ℂ) (z0 z ε : ℂ) (v : ι → ℂ)
    (hu : IsUnit (shifted H z0)) (hv : H *ᵥ v = ε • v) (hv0 : v ≠ 0) :
    Tendsto (fun n => (1 - shifted H z * poleIter H z0 z n) *ᵥ v) atTop (𝓝 0)
      ↔ ‖z0 - z‖ < ‖z0 - ε‖ := by
  -- an invertible `z0 - H` keeps the old pole off the eigenvalue
  have hne : z0 - ε ≠ 0 := by
    intro h0
    have h := green_eigenvector H z0 ε v hu hv
    rw [h0, zero_smul] at h
    exact hv0 h.symm
  have hpos : 0 < ‖z0 - ε‖ := norm_pos_iff.2 hne
  simp only [residual_eigenvector H z0 z ε v hu hv hne]
  constructor
  · intro h
    by_contra hc
    have hq : 1 ≤ ‖(z0 - z) / (z0 - ε)‖ := by
      rw [norm_div]
      exact (one_le_div hpos).2 (not_lt.1 hc)
    obtain ⟨i, hi⟩ : ∃ i, v i ≠ 0 := Function.ne_iff.1 hv0
    -- a nonzero component of the eigenvector never shrinks
    have hb : ‖v i‖ ≤ ‖(0 : ι → ℂ) i‖ := by
      refine ge_of_tendsto' (tendsto_pi_nhds.1 h i).norm (fun n => ?_)
      rw [Pi.smul_apply, smul_eq_mul, norm_mul, norm_pow]
      exact le_mul_of_one_le_left (norm_nonneg _) (one_le_pow₀ hq)
    exact hi (by simpa using hb)
  · intro h
    have hq : ‖(z0 - z) / (z0 - ε)‖ < 1 := by
      rw [norm_div]
      exact (div_lt_one hpos).2 h
    have ht : Tendsto (fun n : ℕ => ((z0 - z) / (z0 - ε)) ^ (2 ^ n)) atTop (𝓝 0) :=
      (tendsto_pow_atTop_nhds_zero_of_norm_lt_one hq).comp tendsto_two_pow
    have hs := ht.smul_const v
    rwa [zero_smul] at hs

end Eigenvectors

end

end WarmStartedPoleInversion
```

```lean
#print axioms WarmStartedPoleInversion.residual_step
#print axioms WarmStartedPoleInversion.converges_of_norm_lt_one
#print axioms WarmStartedPoleInversion.residual_tendsto_zero_iff
```

```
'WarmStartedPoleInversion.residual_step' depends on axioms: [propext, Quot.sound]
'WarmStartedPoleInversion.converges_of_norm_lt_one' depends on axioms: [propext, Classical.choice, Quot.sound]
'WarmStartedPoleInversion.residual_tendsto_zero_iff' depends on axioms: [propext, Classical.choice, Quot.sound]
```

### How the proof follows the derivation

`residual_step` is the squaring identity, stated for arbitrary ring elements `S` and `X`; `noncomm_ring` expands both sides without commuting factors. `residual_start` rewrites $z-H$ as $(z_0-H)-(z_0-z)$ and cancels. In `residual_eq_pow`, the zero case is `residual_start`; the successor case applies `residual_step` and the induction hypothesis, then merges the exponents through $2^n\cdot2=2^{n+1}$.

`error_bound` establishes $G(z)-X_n=G(z)R_n$ as `he`, then uses submultiplicativity twice, once for the product and once for the power. `converges_of_norm_lt_one` proves the factorisation as `hf` and inverts the first factor with `isUnit_one_sub_of_norm_lt_one`. Since $2^n$ grows without bound (`tendsto_two_pow`), the error is squeezed to zero.

For matrices, `green_eigenvector` proves $(z_0-\varepsilon)X_0v=v$. `residual_eigenvector` turns this into the factor $q^{2^n}$ by an inner induction over all powers `k`. In `residual_tendsto_zero_iff`, the forward direction argues by contradiction: if $|q|\ge1$, some component $v_i\ne0$ satisfies $|v_i|\le|q|^{2^n}|v_i|$ for all $n$, so the limit cannot be zero. The reverse direction is the convergence of $q^{2^n}$ to zero, multiplied by $v$.

### The step in a pole-expansion code

For a non-interacting or mean-field Hamiltonian in a finite orthonormal basis, a pole expansion builds the density matrix from Green's functions at several complex shifts, and the criterion, required at every eigenvalue of the Hermitian $H$, tells which of them can start the next inversion. The inner loop is short:

```
Y = (z*I - H) @ X
r = norm(I - Y)
X = X @ (2*I - Y)
```

The product `Y` is needed anyway, so monitoring the residual costs no extra matrix multiplication. On the first pass, `r` is the norm of $(z_0-z)X_0$. With a submultiplicative norm, a value below one guarantees convergence in exact arithmetic. In a general submultiplicative norm, such as the Frobenius norm, a value of one or more does not by itself prove failure, because the test is then only sufficient. For Hermitian $H$ the spectral norm of $(z_0-z)X_0$ equals the largest $|q|$ over the eigenvalues, and in that norm the test is sharp.

The order of the poles matters. Take Hermitian $H$ and the Matsubara poles $\mu+i(2k+1)\pi k_BT$, with $k=0,1,2,\dots$, chemical potential $\mu$ and temperature $T>0$. Neighbouring poles are $2\pi k_BT$ apart. Moving inwards from $k=1$ to $k=0$, every real eigenvalue is at least $3\pi k_BT$ from the old pole, so $|q|\le2/3$ and six steps reduce the residual on each normalised eigenvector to below $10^{-11}$. Moving outwards from $k=0$ to $k=1$, an eigenvalue at $\mu$ is only $\pi k_BT$ from the old pole, so $|q|=2$ and the residual grows. Starting at an outer pole and working inwards avoids this failure.

If a linear-scaling code truncates $X_n$ between steps, the closed formula for $R_n$ no longer applies. The next update still squares whatever residual the truncated matrix has, since `residual_step` holds for any `X`.
